# Strain relaxation in a sextic Landau model: a negative renormalized quartic coefficient puts a state below the origin for some $a>0$

The strain is modelled as a finite list of real numbers $e$, varied independently of one real order parameter $Q$. Both are uniform: there are no gradients, fluctuations or applied stress. The index type `n` may be any finite type; six components give the usual homogeneous strain of a crystal.

```lean
import Mathlib

open Matrix

namespace StrainRenormalization

noncomputable section

variable {n : Type*} [Fintype n] [DecidableEq n]
```

With coupling vector $g$, stiffness matrix $C$ and real coefficients $a,b,c$, the free energy is

$$F(Q,e)=aQ^2+bQ^4+cQ^6+Q^2\langle g,e\rangle+\tfrac12\langle e,Ce\rangle .$$

In Lean, `⬝ᵥ` is the dot product and `*ᵥ` applies a matrix to a vector.

```lean
/-- Landau free energy of an order parameter `Q` coupled to a strain `e`, with coupling vector `g`
and stiffness matrix `C`. -/
def freeEnergy (a b c : ℝ) (g : n → ℝ) (C : Matrix n n ℝ) (Q : ℝ) (e : n → ℝ) : ℝ :=
  a * Q ^ 2 + b * Q ^ 4 + c * Q ^ 6 + Q ^ 2 * (g ⬝ᵥ e) + (e ⬝ᵥ C *ᵥ e) / 2
```

Two abbreviations are used below. The first is the strain $e^*=-Q^2C^{-1}g$.

```lean
/-- The strain `-Q² C⁻¹ g`. -/
def relaxedStrain (g : n → ℝ) (C : Matrix n n ℝ) (Q : ℝ) : n → ℝ :=
  -(Q ^ 2 • (C⁻¹ *ᵥ g))
```

The second is the coefficient $b'=b-\tfrac12\langle g,C^{-1}g\rangle$.

```lean
/-- The quartic coefficient `b - ⟨g, C⁻¹ g⟩ / 2`. -/
def renormalizedQuartic (b : ℝ) (g : n → ℝ) (C : Matrix n n ℝ) : ℝ :=
  b - (g ⬝ᵥ C⁻¹ *ᵥ g) / 2
```

From (b) on, $C$ is positive definite (`C.PosDef`), which includes symmetry and makes $C^{-1}$ a true inverse. Physically, the undistorted lattice resists every homogeneous strain. From (g) on, $c>0$, which keeps the energy bounded below at large $Q$. Both conditions are assumed, not derived from a microscopic model.

## (a) Energy of the origin

Show that $F(0,0)=0$.

Every term contains a factor $Q$ or $e$, so every term vanishes.

```lean
variable {a b c : ℝ} {g : n → ℝ} {C : Matrix n n ℝ}

omit [DecidableEq n] in
private lemma freeEnergy_origin : freeEnergy a b c g C 0 0 = 0 := by
  simp [freeEnergy]
```

## (b) Cost of a nonzero strain

Show that $\langle x,Cx\rangle>0$ for $x\neq0$.

This is the definition of positive definiteness. Lean's version carries a complex conjugation, which is trivial for real vectors.

```lean
omit [DecidableEq n] in
private lemma quad_pos (hC : C.PosDef) {x : n → ℝ} (hx : x ≠ 0) : 0 < x ⬝ᵥ C *ᵥ x := by
  have h := hC.dotProduct_mulVec_pos hx
  rwa [star_trivial] at h
```

## (c) Cost of an arbitrary strain

Show that $\langle x,Cx\rangle\ge0$ for every $x$.

The value is zero at $x=0$, and (b) covers the rest.

```lean
omit [DecidableEq n] in
private lemma quad_nonneg (hC : C.PosDef) (x : n → ℝ) : 0 ≤ x ⬝ᵥ C *ᵥ x := by
  by_cases hx : x = 0
  · simp [hx]
  · exact (quad_pos hC hx).le
```

## (d) Separating the elastic deviation

Show that

$$F(Q,e)=aQ^2+b'Q^4+cQ^6+\tfrac12\langle e-e^*,C(e-e^*)\rangle .$$

Put $x=C^{-1}g$, so that $e-e^*=e+Q^2x$. Since $Cx=g$ and $C$ is symmetric, $\langle x,Ce\rangle=\langle g,e\rangle=\langle e,Cx\rangle$. Therefore

$$\tfrac12\langle e-e^*,C(e-e^*)\rangle=\tfrac12\langle e,Ce\rangle+Q^2\langle g,e\rangle+\tfrac12Q^4\langle g,C^{-1}g\rangle .$$

Solving for the first two terms on the right and inserting them in $F$ turns $b$ into $b'$. In the proof, `hs` is $Cx=g$, `hsym` is the symmetry step, and `ring` collects the terms.

```lean
/-- The free energy is a Landau polynomial with renormalized quartic coefficient plus the elastic
energy of the deviation from the relaxed strain. -/
theorem freeEnergy_eq_complete_square (hC : C.PosDef) (Q : ℝ) (e : n → ℝ) :
    freeEnergy a b c g C Q e =
      a * Q ^ 2 + renormalizedQuartic b g C * Q ^ 4 + c * Q ^ 6 +
        ((e - relaxedStrain g C Q) ⬝ᵥ C *ᵥ (e - relaxedStrain g C Q)) / 2 := by
  have hdet : IsUnit C.det := hC.det_pos.ne'.isUnit
  have hT : Cᵀ = C := by
    have h := hC.isHermitian.eq
    rwa [Matrix.conjTranspose_eq_transpose_of_trivial] at h
  have hs : C *ᵥ (C⁻¹ *ᵥ g) = g := by
    rw [Matrix.mulVec_mulVec, Matrix.mul_nonsing_inv _ hdet, Matrix.one_mulVec]
  -- symmetry of the stiffness matrix makes the two cross terms equal
  have hsym : (C⁻¹ *ᵥ g) ⬝ᵥ C *ᵥ e = g ⬝ᵥ e := by
    rw [Matrix.dotProduct_mulVec, ← Matrix.mulVec_transpose, hT, hs]
  have hd : e - relaxedStrain g C Q = e + Q ^ 2 • (C⁻¹ *ᵥ g) := by
    rw [relaxedStrain, sub_neg_eq_add]
  rw [hd, Matrix.mulVec_add, Matrix.mulVec_smul, hs]
  simp only [add_dotProduct, dotProduct_add, smul_dotProduct, dotProduct_smul, smul_eq_mul, hsym]
  rw [dotProduct_comm e g, dotProduct_comm (C⁻¹ *ᵥ g) g]
  unfold freeEnergy renormalizedQuartic
  ring
```

A coupling $Q\langle g,e\rangle$ in place of $Q^2\langle g,e\rangle$, not treated here, yields to the same square: it shifts the quadratic coefficient to $a-\tfrac12\langle g,C^{-1}g\rangle$ and leaves $b$ alone.

## (e) Energy at the strain $e^*$

Show that $F(Q,e^*)=aQ^2+b'Q^4+cQ^6$.

Set $e=e^*$ in (d); the last term vanishes.

```lean
/-- At the relaxed strain the free energy is the Landau polynomial with the renormalized quartic
coefficient. -/
theorem freeEnergy_relaxed (hC : C.PosDef) (Q : ℝ) :
    freeEnergy a b c g C Q (relaxedStrain g C Q) =
      a * Q ^ 2 + renormalizedQuartic b g C * Q ^ 4 + c * Q ^ 6 := by
  rw [freeEnergy_eq_complete_square hC]
  simp
```

In a first-principles calculation, energies along a frozen mode at fixed cell give $b$, and energies with the cell relaxed at each amplitude give $b'$, provided that this truncated, uniform model fits the data. In code, one solves $Cx=g$ and sets $b'=b-\tfrac12\langle g,x\rangle$, without forming the inverse.

## (f) The best strain at fixed $Q$

Show that $F(Q,e^*)<F(Q,e)$ whenever $e\ne e^*$.

By (d) and (e) the difference is $\tfrac12\langle e-e^*,C(e-e^*)\rangle$, which is positive by (b). So $e^*$ is the unique minimizing strain.

```lean
/-- At fixed order parameter, every strain other than the relaxed one has a strictly higher
free energy. -/
theorem relaxedStrain_unique_min (hC : C.PosDef) (Q : ℝ) {e : n → ℝ}
    (he : e ≠ relaxedStrain g C Q) :
    freeEnergy a b c g C Q (relaxedStrain g C Q) < freeEnergy a b c g C Q e := by
  rw [freeEnergy_relaxed hC, freeEnergy_eq_complete_square hC Q e]
  have h := quad_pos hC (sub_ne_zero.mpr he)
  linarith
```

## (g) A state below the origin

Let $b'<0$ and $4ac<b'^2$. Find $(Q,e)$ with $F(Q,e)<F(0,0)$.

Take $e=e^*$ and write $y=Q^2$. Then $F=y(a+b'y+cy^2)$, and

$$4c(a+b'y+cy^2)=(2cy+b')^2+4ac-b'^2 .$$

The choice $y=-b'/(2c)>0$ removes the square and leaves a negative number. Thus $Q=\sqrt y$ gives $F<0$. The trial value is `x` in the code, and `h4` is the identity at that value.

```lean
/-- If the renormalized quartic coefficient `b'` is negative and `4ac < b'²`, some state lies below
the origin in free energy. -/
theorem exists_lower_state (hC : C.PosDef) (hc : 0 < c) (hb : renormalizedQuartic b g C < 0)
    (ha : 4 * a * c < renormalizedQuartic b g C ^ 2) :
    ∃ Q e, freeEnergy a b c g C Q e < freeEnergy a b c g C 0 0 := by
  set β := renormalizedQuartic b g C with hβ
  -- trial value of the squared order parameter
  obtain ⟨x, hx, h2⟩ : ∃ x : ℝ, 0 < x ∧ 2 * c * x = -β :=
    ⟨-β / (2 * c), div_pos (by linarith) (by linarith), by field_simp⟩
  have h4 : 4 * c * (a + β * x + c * x ^ 2) = 4 * a * c - β ^ 2 := by
    linear_combination (2 * c * x + β) * h2
  have hneg : a + β * x + c * x ^ 2 < 0 := by
    by_contra h
    have h' := mul_nonneg (by linarith : (0 : ℝ) ≤ 4 * c) (not_lt.mp h)
    linarith
  refine ⟨√x, relaxedStrain g C (√x), ?_⟩
  have hQ : √x ^ 2 = x := Real.sq_sqrt hx.le
  rw [freeEnergy_origin, freeEnergy_relaxed hC, ← hβ]
  have hfac : a * √x ^ 2 + β * √x ^ 4 + c * √x ^ 6 =
      √x ^ 2 * (a + β * √x ^ 2 + c * (√x ^ 2) ^ 2) := by ring
  rw [hfac, hQ]
  exact mul_neg_of_pos_of_neg hx hneg
```

## (h) When the origin is a global minimum

For $a>0$, show that $F(0,0)\le F(Q,e)$ for all $(Q,e)$ if and only if $b'\ge0$ or $b'^2\le4ac$.

If both conditions fail, (g) supplies a lower state. Conversely, (d) gives

$$F=Q^2(a+b'Q^2+cQ^4)+\tfrac12\langle e-e^*,C(e-e^*)\rangle .$$

The bracket is nonnegative term by term if $b'\ge0$, and by the identity in (g) if $b'^2\le4ac$. These are the two cases of `hp`.

```lean
/-- For `a, c > 0` the origin is a global minimum exactly when the renormalized quartic coefficient
`b'` is nonnegative or `b'² ≤ 4ac`. -/
theorem origin_global_min_iff (hC : C.PosDef) (ha : 0 < a) (hc : 0 < c) :
    (∀ Q e, freeEnergy a b c g C 0 0 ≤ freeEnergy a b c g C Q e) ↔
      0 ≤ renormalizedQuartic b g C ∨ renormalizedQuartic b g C ^ 2 ≤ 4 * a * c := by
  constructor
  · intro h
    by_contra hcon
    rw [not_or, not_le, not_le] at hcon
    obtain ⟨Q, e, hlt⟩ := exists_lower_state hC hc hcon.1 hcon.2
    exact absurd (h Q e) (not_le_of_gt hlt)
  · intro h Q e
    rw [freeEnergy_origin, freeEnergy_eq_complete_square hC]
    have hq := quad_nonneg hC (e - relaxedStrain g C Q)
    set β := renormalizedQuartic b g C
    have hp : 0 ≤ a + β * Q ^ 2 + c * (Q ^ 2) ^ 2 := by
      rcases h with h | h
      · positivity
      · -- the quadratic in `Q²` has nonpositive discriminant
        by_contra hn
        have h' := mul_neg_of_pos_of_neg (by linarith : (0 : ℝ) < 4 * c) (not_le.mp hn)
        nlinarith [sq_nonneg (2 * c * Q ^ 2 + β)]
    have hm := mul_nonneg (sq_nonneg Q) hp
    linarith
```

## (i) Existence of a suitable $a>0$

With $b,c,g,C$ fixed, show that some $a>0$ admits a state with $F(Q,e)<F(0,0)$ if and only if $b'<0$.

If $b'\ge0$, (h) excludes such a state for every $a>0$. If $b'<0$, choose $a=b'^2/(8c)>0$. Then $4ac=b'^2/2<b'^2$, and (g) applies.

```lean
/-- For `c > 0`, some `a > 0` admits a state below the origin if and only if the renormalized
quartic coefficient is negative. -/
theorem exists_pos_not_global_min_iff (hC : C.PosDef) (hc : 0 < c) :
    (∃ a > 0, ∃ Q e, freeEnergy a b c g C Q e < freeEnergy a b c g C 0 0) ↔
      renormalizedQuartic b g C < 0 := by
  constructor
  · rintro ⟨a, ha, Q, e, hlt⟩
    by_contra h
    exact absurd ((origin_global_min_iff hC ha hc).2 (Or.inl (not_lt.mp h)) Q e)
      (not_le_of_gt hlt)
  · intro hb
    have hsq : 0 < renormalizedQuartic b g C ^ 2 := by nlinarith
    refine ⟨renormalizedQuartic b g C ^ 2 / (8 * c), by positivity,
      exists_lower_state hC hc hb ?_⟩
    have h : 4 * (renormalizedQuartic b g C ^ 2 / (8 * c)) * c =
        renormalizedQuartic b g C ^ 2 / 2 := by
      field_simp
      ring
    linarith
```

## (j) Local stability of the origin

For $a>0$, find $\delta>0$ such that $F(Q,e)>F(0,0)$ for every $(Q,e)\ne(0,0)$ with $|Q|<\delta$.

Take $\delta=\min\bigl(1,\,a/(|b'|+1)\bigr)$. If $Q=0$, then $e\neq0$ and $F=\tfrac12\langle e,Ce\rangle>0$. If $Q\ne0$, then $Q^2\le|Q|$, so $|b'|Q^2\le|b'||Q|<a$. Hence $a+b'Q^2>0$, and (d) gives $F>0$. The strain need not be small. When (g) also applies, the origin is metastable.

```lean
/-- For `a, c > 0` every state other than the origin with small enough order parameter has strictly
higher free energy than the origin, whatever its strain. -/
theorem origin_strict_local_min (hC : C.PosDef) (ha : 0 < a) (hc : 0 < c) :
    ∃ δ > 0, ∀ Q e, |Q| < δ → (Q ≠ 0 ∨ e ≠ 0) →
      freeEnergy a b c g C 0 0 < freeEnergy a b c g C Q e := by
  set β := renormalizedQuartic b g C with hβ
  have hpos : 0 < |β| + 1 := by positivity
  refine ⟨min 1 (a / (|β| + 1)), lt_min one_pos (div_pos ha hpos), ?_⟩
  intro Q e hQ hne
  rw [freeEnergy_origin]
  by_cases h0 : Q = 0
  · subst h0
    have he : e ≠ 0 := hne.resolve_left (fun h => h rfl)
    have hF : freeEnergy a b c g C 0 e = (e ⬝ᵥ C *ᵥ e) / 2 := by simp [freeEnergy]
    rw [hF]
    exact half_pos (quad_pos hC he)
  · have h1 : |Q| < 1 := lt_of_lt_of_le hQ (min_le_left _ _)
    have h2 : |Q| * (|β| + 1) < a :=
      (lt_div_iff₀ hpos).1 (lt_of_lt_of_le hQ (min_le_right _ _))
    have h3 : Q ^ 2 ≤ |Q| := by nlinarith [abs_nonneg Q, sq_abs Q]
    have h4 := mul_le_mul_of_nonneg_left h3 (abs_nonneg β)
    have h5 := mul_le_mul_of_nonneg_right (neg_abs_le β) (sq_nonneg Q)
    -- near the origin the quadratic term dominates the quartic one
    have h6 : 0 < a + β * Q ^ 2 := by nlinarith [abs_nonneg Q]
    have hQ2 : 0 < Q ^ 2 := by positivity
    have h7 := mul_pos hQ2 h6
    have h8 : 0 < c * Q ^ 6 := by positivity
    rw [freeEnergy_eq_complete_square hC, ← hβ]
    have hq := quad_nonneg hC (e - relaxedStrain g C Q)
    linarith
```

## (k) Clamped and free crystals

Let $a>0$, $b\ge0$, $b'<0$ and $4ac<b'^2$. Show that $F(0,0)\le F(Q,0)$ for all $Q$, while $F(Q,e)<F(0,0)$ for some $(Q,e)$.

At zero strain $F=aQ^2+bQ^4+cQ^6$, with no negative term. The lower state of the free crystal comes from (g). By (j) the origin is still a local minimum of the free crystal, so "unstable" in the theorem's name means only that it is not a global minimum.

```lean
/-- For `a, c > 0`, bare `b ≥ 0`, renormalized `b' < 0` and `4ac < b'²`, the origin minimizes the
free energy among states of zero strain, but some state lies below it. -/
theorem clamped_stable_free_unstable (hC : C.PosDef) (ha : 0 < a) (hc : 0 < c) (hb : 0 ≤ b)
    (hb' : renormalizedQuartic b g C < 0) (hac : 4 * a * c < renormalizedQuartic b g C ^ 2) :
    (∀ Q, freeEnergy a b c g C 0 0 ≤ freeEnergy a b c g C Q 0) ∧
      ∃ Q e, freeEnergy a b c g C Q e < freeEnergy a b c g C 0 0 := by
  refine ⟨fun Q => ?_, exists_lower_state hC hc hb' hac⟩
  have hF : freeEnergy a b c g C Q 0 = a * Q ^ 2 + b * Q ^ 4 + c * Q ^ 6 := by
    simp [freeEnergy]
  rw [freeEnergy_origin, hF]
  positivity
```

## (l) States degenerate with the origin

Let $4ac=b'^2$. Show that $F(Q,e)=F(0,0)$ exactly when $(Q,e)=(0,0)$, or $2cQ^2=-b'$ and $e=e^*$.

Multiplying (d) by $4c$ gives

$$4cF=\bigl(Q(2cQ^2+b')\bigr)^2+2c\langle e-e^*,C(e-e^*)\rangle .$$

Both terms are nonnegative, so $F=0$ forces both to vanish. The second gives $e=e^*$; the first gives $Q=0$, where $e^*=0$, or $2cQ^2=-b'$. Substitution proves the converse. The displayed identity is `key`. For $b'<0$ there are two ordered states, $Q=\pm\sqrt{-b'/(2c)}$, with the same strain; for $b'\ge0$ only the origin remains.

```lean
/-- Let `c > 0` and `4ac = b'²`, where `b'` is the renormalized quartic coefficient. The states with
the same free energy as the origin are the origin itself and the relaxed states with `2cQ² = -b'`.
-/
theorem coexistence_iff (hC : C.PosDef) (hc : 0 < c)
    (h : 4 * a * c = renormalizedQuartic b g C ^ 2) (Q : ℝ) (e : n → ℝ) :
    freeEnergy a b c g C Q e = freeEnergy a b c g C 0 0 ↔
      (Q = 0 ∧ e = 0) ∨
        (2 * c * Q ^ 2 = -renormalizedQuartic b g C ∧ e = relaxedStrain g C Q) := by
  rw [freeEnergy_origin]
  -- at coexistence the free energy is a sum of two nonnegative terms
  have key : 4 * c * freeEnergy a b c g C Q e =
      (Q * (2 * c * Q ^ 2 + renormalizedQuartic b g C)) ^ 2 +
        2 * c * ((e - relaxedStrain g C Q) ⬝ᵥ C *ᵥ (e - relaxedStrain g C Q)) := by
    rw [freeEnergy_eq_complete_square hC]
    linear_combination Q ^ 2 * h
  constructor
  · intro hF
    rw [hF, mul_zero] at key
    have hs := sq_nonneg (Q * (2 * c * Q ^ 2 + renormalizedQuartic b g C))
    have he : e = relaxedStrain g C Q := by
      by_contra hne
      have hp := mul_pos (by linarith : (0 : ℝ) < 2 * c) (quad_pos hC (sub_ne_zero.mpr hne))
      linarith
    have hq := mul_nonneg (by linarith : (0 : ℝ) ≤ 2 * c)
      (quad_nonneg hC (e - relaxedStrain g C Q))
    have hz : (Q * (2 * c * Q ^ 2 + renormalizedQuartic b g C)) ^ 2 = 0 := by linarith
    rcases mul_eq_zero.mp (pow_eq_zero_iff (two_ne_zero)|>.mp hz) with h0 | h0
    · left
      refine ⟨h0, ?_⟩
      rw [he, h0]
      simp [relaxedStrain]
    · right
      exact ⟨by linarith, he⟩
  · rintro (⟨hQ, he⟩ | ⟨hQ, he⟩)
    · rw [hQ, he, freeEnergy_origin]
    · have hz : 2 * c * Q ^ 2 + renormalizedQuartic b g C = 0 := by linarith
      rw [hz, ← he, sub_self] at key
      have hk : 4 * c * freeEnergy a b c g C Q e = 0 := by
        rw [key]
        simp
      exact (mul_eq_zero.mp hk).resolve_left (by positivity)

end

end StrainRenormalization
```

```lean
#print axioms StrainRenormalization.exists_lower_state
#print axioms StrainRenormalization.exists_pos_not_global_min_iff
#print axioms StrainRenormalization.clamped_stable_free_unstable
#print axioms StrainRenormalization.coexistence_iff
```

```
'StrainRenormalization.exists_lower_state' depends on axioms: [propext, Classical.choice, Quot.sound]
'StrainRenormalization.exists_pos_not_global_min_iff' depends on axioms: [propext, Classical.choice, Quot.sound]
'StrainRenormalization.clamped_stable_free_unstable' depends on axioms: [propext, Classical.choice, Quot.sound]
'StrainRenormalization.coexistence_iff' depends on axioms: [propext, Classical.choice, Quot.sound]
```
